# The nodeless exciton of a uniform open nearest-neighbour chain of N parallel unit dipoles has dipole strength (2/(N+1)) cot²(π/(2N+2)), and this strength divided by N tends to 8/π²

Take two identical molecules with excitation energy $\varepsilon$, coupling $J$ and parallel unit transition dipoles. Their excitons have amplitudes $(1,1)/\sqrt2$ and $(1,-1)/\sqrt2$, with energies $\varepsilon+J$ and $\varepsilon-J$. In the first the dipoles add to $\sqrt2$, so the strength is 2. In the second they cancel, and the strength is 0. A longer open chain distributes its intensity by the same addition of signed amplitudes, now with sine-shaped modes.

## Energies and intensities of the chain modes

Let $N$ identical molecules with excitation energy $\varepsilon$ and parallel unit transition dipoles be numbered $n=0,\dots,N-1$, with coupling $J$ between nearest neighbours only. For an integer $k$ define

$$\theta=\frac{k\pi}{N+1},\qquad c_k(n)=\sqrt{\frac{2}{N+1}}\,\sin\big((n+1)\theta\big).$$

For $1\le k\le N$ these amplitudes form a unit eigenvector with energy $\varepsilon+2J\cos\theta$, and

$$\Big(\sum_n c_k(n)\Big)^2=\begin{cases}\dfrac{2}{N+1}\cot^2\dfrac{\theta}{2}, & k\text{ odd},\\[2mm] 0, & k\text{ even}.\end{cases}$$

For fixed odd $k$, this strength divided by $N$ tends to $8/(k\pi)^2$ as $N$ grows. For $k=1$ the limit is $8/\pi^2\approx0.811$.

The squared sum is the dipole strength: the squared transition dipole of the mode, in units of one molecule's squared dipole. The oscillator strength would also contain the transition frequency.

## A stick spectrum from summed eigenvector columns

A minimal Frenkel-exciton program for a uniform chain with parallel dipoles and nearest-neighbour coupling fills an $N\times N$ matrix with $\varepsilon$ on the diagonal and $J$ beside it, and calls a symmetric eigensolver. It then sums each eigenvector column, squares the sum, multiplies by the squared molecular dipole, and places a stick of that height at the eigenvalue. The arbitrary sign of a column disappears in the square. For this uniform, nearest-neighbour, one-exciton model, the formulas above give positions and heights without a diagonalisation.

With $J<0$, the sign for a J-aggregate, $k=1$ is the lowest state and comes first in ascending order. With $J>0$ it comes last.

For $N=3$ and $k=1$, $\theta=\pi/4$ and the amplitudes are $(1,\sqrt2,1)/2$. Their sum is $1+\sqrt2/2$, whose square is $3/2+\sqrt2\approx2.914$. The formula gives $\tfrac12\cot^2(\pi/8)=\tfrac12(1+\sqrt2)^2$, the same number. The mode $k=2$ has amplitudes $(1,0,-1)/\sqrt2$ and strength 0; $k=3$ has $(1,-\sqrt2,1)/2$ and strength $3/2-\sqrt2\approx0.086$.

## Sine sums fixed by the chain ends

**Energy.** Write $g(m)=\sqrt{2/(N+1)}\,\sin(m\theta)$, so that molecule $i$ has amplitude $g(i+1)$. Add fictitious sites $m=0$ and $m=N+1$. There $g(0)=0$, and $g(N+1)=0$ because $(N+1)\theta=k\pi$. Every molecule, including those at the ends, therefore has the neighbour sum

$$g(i)+g(i+2)=2\cos\theta\;g(i+1),$$

by the formulas for $\sin((i+1)\theta\mp\theta)$. Multiplying by $J$ and adding the site energy gives $\varepsilon+2J\cos\theta$.

**Norm.** For any $x$,

$$4\sin\theta\,\sin^2x=2\sin\theta-\sin(2x+\theta)+\sin(2x-\theta).$$

Put $x=(n+1)\theta$ and sum over $n=0,\dots,N-1$. The last two terms telescope:

$$4\sin\theta\sum_n\sin^2((n+1)\theta)=(2N+1)\sin\theta-\sin((2N+1)\theta).$$

Since $(2N+1)\theta=2k\pi-\theta$, the right side is $(2N+2)\sin\theta$. For $1\le k\le N$ we have $0<\theta<\pi$, so $\sin\theta>0$ can be divided out. The sum is $(N+1)/2$, and the prefactor $2/(N+1)$ makes the norm 1.

**Strength.** Let $S=\sum_n\sin((n+1)\theta)$. From $2\sin(\theta/2)\sin x=\cos(x-\theta/2)-\cos(x+\theta/2)$, telescoping gives

$$2\sin\tfrac{\theta}{2}\,S=\cos\tfrac{\theta}{2}-\cos\big(k\pi-\tfrac{\theta}{2}\big)=\big(1-(-1)^k\big)\cos\tfrac{\theta}{2}.$$

Thus $S=\cot(\theta/2)$ for odd $k$ and $S=0$ for even $k$. Squaring and multiplying by $2/(N+1)$ gives the stated strength.

**Long chains.** Set $y=1/(N+1)$ and $x=\theta/2=k\pi y/2$. Then $N=(1-y)/y$, and for odd $k$

$$\frac{\text{strength}}{N}=\frac{2y^2\cos^2x}{(1-y)\sin^2x}=\frac{8}{(k\pi)^2}\,\frac{\cos^2x}{(1-y)\,\mathrm{sinc}^2x},$$

where $\mathrm{sinc}\,x=\sin x/x$, without the factor $\pi$ used in some numerical libraries, and $\mathrm{sinc}\,0=1$. As $y\to0$, the second fraction tends to 1.

## The chain and its modes in Lean

```lean
import Mathlib

open Filter Finset
open scoped Real Matrix Topology

namespace LinearJAggregate

noncomputable section

/-- Adjacency matrix of an open chain of `N` molecules: one between nearest neighbours,
zero otherwise. -/
def chain (N : ℕ) : Matrix (Fin N) (Fin N) ℝ := fun i j =>
  (if (i : ℕ) + 1 = j then 1 else 0) + (if (j : ℕ) + 1 = i then 1 else 0)

/-- One-exciton Hamiltonian with site energy `ε` and nearest-neighbour coupling `J`. -/
def hamiltonian (N : ℕ) (ε J : ℝ) : Matrix (Fin N) (Fin N) ℝ :=
  ε • (1 : Matrix (Fin N) (Fin N) ℝ) + J • chain N

/-- Phase advance per molecule, `kπ/(N+1)`, of the exciton mode `k`. -/
def angle (N k : ℕ) : ℝ := k * π / (N + 1)

/-- Amplitude of mode `k` on the molecules; the index `n` starts at zero, so that the
molecule has number `n + 1` in the chain. -/
def mode (N k : ℕ) (n : Fin N) : ℝ :=
  Real.sqrt (2 / (N + 1)) * Real.sin (((n : ℕ) + 1 : ℝ) * angle N k)

/-- Dipole strength of mode `k` for parallel unit transition dipoles: the square of the summed
amplitudes. -/
def strength (N k : ℕ) : ℝ := (∑ n, mode N k n) ^ 2

/-- Quantisation condition: the phase accumulated over `N + 1` steps is `kπ`. -/
theorem angle_mul (N k : ℕ) : ((N : ℝ) + 1) * angle N k = k * π := by
  have h : (N : ℝ) + 1 ≠ 0 := by positivity
  unfold angle
  field_simp

/-- For `1 ≤ k ≤ N` the phase advance lies strictly between `0` and `π`. -/
theorem angle_bounds {N k : ℕ} (hk : 0 < k) (hN : k ≤ N) :
    0 < angle N k ∧ angle N k < π := by
  have hk' : (0 : ℝ) < k := by exact_mod_cast hk
  have hN' : (k : ℝ) ≤ N := by exact_mod_cast hN
  constructor
  · unfold angle
    positivity
  · rw [angle, div_lt_iff₀ (by positivity)]
    nlinarith [Real.pi_pos, mul_le_mul_of_nonneg_right hN' Real.pi_pos.le]

/-- Summing an amplitude over the neighbours of a molecule gives the left value plus the right
value, if the amplitude vanishes on the fictitious sites `0` and `N + 1`. -/
theorem chain_sum {N : ℕ} (g : ℕ → ℝ) (h0 : g 0 = 0) (hN : g (N + 1) = 0) (i : Fin N) :
    ∑ j : Fin N, chain N i j * g ((j : ℕ) + 1) = g i + g ((i : ℕ) + 2) := by
  have hi := i.isLt
  have right : ∑ j : Fin N, (if (i : ℕ) + 1 = j then (1 : ℝ) else 0) * g ((j : ℕ) + 1)
      = g ((i : ℕ) + 2) := by
    rw [Fin.sum_univ_eq_sum_range
      (fun j : ℕ => (if (i : ℕ) + 1 = j then (1 : ℝ) else 0) * g (j + 1)) N]
    simp only [ite_mul, one_mul, zero_mul, Finset.sum_ite_eq, Finset.mem_range]
    split_ifs with h
    · rfl
    · have e : (i : ℕ) + 2 = N + 1 := by omega
      rw [e, hN]
  have left : ∑ j : Fin N, (if (j : ℕ) + 1 = i then (1 : ℝ) else 0) * g ((j : ℕ) + 1)
      = g i := by
    rcases Nat.eq_zero_or_pos (i : ℕ) with h | h
    · rw [h, h0]
      exact Finset.sum_eq_zero fun j _ => by simp
    · have e : (i : ℕ) - 1 + 1 = i := by omega
      rw [Finset.sum_eq_single (⟨(i : ℕ) - 1, by omega⟩ : Fin N)]
      · simp [e]
      · intro j _ hj
        have hne : (j : ℕ) + 1 ≠ i := fun hc => hj (Fin.ext (by simp; omega))
        rw [if_neg hne, zero_mul]
      · intro hc
        exact absurd (Finset.mem_univ _) hc
  simp only [chain, add_mul, Finset.sum_add_distrib]
  rw [right, left, add_comm]

/-- Telescoped sum of squared sines, used for the norm of the modes. -/
theorem sin_sq_sum (θ : ℝ) (N : ℕ) :
    4 * Real.sin θ * ∑ n ∈ range N, Real.sin (((n : ℝ) + 1) * θ) ^ 2
      = (2 * N + 1) * Real.sin θ - Real.sin (2 * (((N : ℝ) + 1) * θ) - θ) := by
  induction N with
  | zero =>
    have e : 2 * (((0 : ℕ) : ℝ) + 1) * θ - θ = θ := by push_cast; ring
    rw [← mul_assoc 2, e]
    simp
  | succ N ih =>
    rw [Finset.sum_range_succ, mul_add, ih]
    have e : 2 * ((((N + 1 : ℕ) : ℝ) + 1) * θ) - θ = 2 * (((N : ℝ) + 1) * θ) + θ := by
      push_cast; ring
    rw [e]
    push_cast
    have h1 := Real.sin_add (2 * (((N : ℝ) + 1) * θ)) θ
    have h2 := Real.sin_sub (2 * (((N : ℝ) + 1) * θ)) θ
    have h3 := Real.cos_two_mul (((N : ℝ) + 1) * θ)
    have h4 := Real.sin_sq_add_cos_sq (((N : ℝ) + 1) * θ)
    linear_combination h1 - h2 + 2 * Real.sin θ * h3 + 4 * Real.sin θ * h4

/-- Telescoped sum of sines, used for the total transition dipole. -/
theorem sin_sum (θ : ℝ) (N : ℕ) :
    2 * Real.sin (θ / 2) * ∑ n ∈ range N, Real.sin (((n : ℝ) + 1) * θ)
      = Real.cos (θ / 2) - Real.cos (((N : ℝ) + 1) * θ - θ / 2) := by
  induction N with
  | zero =>
    have e : (((0 : ℕ) : ℝ) + 1) * θ - θ / 2 = θ / 2 := by push_cast; ring
    rw [e]
    simp
  | succ N ih =>
    rw [Finset.sum_range_succ, mul_add, ih]
    have e : (((N + 1 : ℕ) : ℝ) + 1) * θ - θ / 2 = ((N : ℝ) + 1) * θ + θ / 2 := by
      push_cast; ring
    rw [e, Real.cos_add, Real.cos_sub]
    ring

/-- Each mode satisfies the eigenvalue equation of the exciton Hamiltonian with energy
`ε + 2J cos(kπ/(N+1))`. -/
theorem hamiltonian_mode (N k : ℕ) (ε J : ℝ) :
    hamiltonian N ε J *ᵥ mode N k = (ε + 2 * J * Real.cos (angle N k)) • mode N k := by
  ext i
  have h := chain_sum (N := N)
    (fun m : ℕ => Real.sqrt (2 / (N + 1)) * Real.sin ((m : ℝ) * angle N k)) (by simp)
    (by simp only [Nat.cast_add, Nat.cast_one, angle_mul, Real.sin_nat_mul_pi, mul_zero]) i
  have key : (chain N *ᵥ mode N k) i = 2 * Real.cos (angle N k) * mode N k i := by
    simp only [Nat.cast_add, Nat.cast_one, Nat.cast_ofNat] at h
    refine Eq.trans h ?_
    have h1 : ((i : ℕ) : ℝ) * angle N k
        = (((i : ℕ) : ℝ) + 1) * angle N k - angle N k := by ring
    have h2 : (((i : ℕ) : ℝ) + 2) * angle N k
        = (((i : ℕ) : ℝ) + 1) * angle N k + angle N k := by ring
    rw [h1, h2, Real.sin_sub, Real.sin_add, mode]
    ring
  simp only [hamiltonian, Matrix.add_mulVec, Matrix.smul_mulVec, Matrix.one_mulVec,
    Pi.add_apply, Pi.smul_apply, smul_eq_mul, key]
  ring

/-- The modes `1 ≤ k ≤ N` are normalised. -/
theorem mode_unit {N k : ℕ} (hk : 0 < k) (hN : k ≤ N) : ∑ n, mode N k n ^ 2 = 1 := by
  obtain ⟨h0, hpi⟩ := angle_bounds hk hN
  have hs := Real.sin_pos_of_pos_of_lt_pi h0 hpi
  have h := sin_sq_sum (angle N k) N
  -- the boundary term is fixed by the quantisation condition
  have e : Real.sin (2 * ((k : ℝ) * π) - angle N k) = -Real.sin (angle N k) := by
    rw [Real.sin_sub, Real.sin_two_mul, Real.cos_two_mul', Real.sin_nat_mul_pi]
    have hc := Real.sin_sq_add_cos_sq ((k : ℝ) * π)
    rw [Real.sin_nat_mul_pi] at hc
    linear_combination -Real.sin (angle N k) * hc
  rw [angle_mul, e] at h
  have hS : ∑ n ∈ range N, Real.sin (((n : ℝ) + 1) * angle N k) ^ 2 = ((N : ℝ) + 1) / 2 := by
    apply mul_left_cancel₀ (mul_ne_zero four_ne_zero hs.ne')
    linear_combination h
  simp only [mode, mul_pow]
  rw [← Finset.mul_sum, Fin.sum_univ_eq_sum_range
    (fun n : ℕ => Real.sin (((n : ℝ) + 1) * angle N k) ^ 2) N, hS,
    Real.sq_sqrt (by positivity)]
  have hM : (N : ℝ) + 1 ≠ 0 := by positivity
  field_simp

/-- Intensity distribution over the modes `1 ≤ k ≤ N`: odd modes carry the strength
`(2/(N+1)) cot²(kπ/(2N+2))`, even modes carry none. -/
theorem strength_eq {N k : ℕ} (hk : 0 < k) (hN : k ≤ N) :
    strength N k = if Odd k then 2 / ((N : ℝ) + 1) * Real.cot (angle N k / 2) ^ 2 else 0 := by
  obtain ⟨h0, hpi⟩ := angle_bounds hk hN
  have hs : 0 < Real.sin (angle N k / 2) :=
    Real.sin_pos_of_pos_of_lt_pi (by linarith) (by linarith)
  have h := sin_sum (angle N k) N
  rw [angle_mul, Real.cos_sub, Real.sin_nat_mul_pi, Real.cos_nat_mul_pi] at h
  simp only [strength, mode]
  rw [← Finset.mul_sum, Fin.sum_univ_eq_sum_range
    (fun n : ℕ => Real.sin (((n : ℝ) + 1) * angle N k)) N, mul_pow,
    Real.sq_sqrt (by positivity)]
  split_ifs with ho
  · rw [ho.neg_one_pow] at h
    congr 2
    rw [Real.cot_eq_cos_div_sin, eq_div_iff hs.ne']
    linear_combination h / 2
  · rw [(Nat.not_odd_iff_even.mp ho).neg_one_pow] at h
    have hz : Real.sin (angle N k / 2) *
        ∑ n ∈ range N, Real.sin (((n : ℝ) + 1) * angle N k) = 0 := by
      linear_combination h / 2
    rw [(mul_eq_zero.mp hz).resolve_left hs.ne']
    ring

/-- For a fixed odd mode `k` the dipole strength per molecule tends to `8/(kπ)²` in a long chain. -/
theorem strength_limit {k : ℕ} (ho : Odd k) :
    Tendsto (fun N : ℕ => strength N k / N) atTop (𝓝 (8 / (k * π) ^ 2)) := by
  -- the strength per molecule as a function of y = 1/(N+1), continuous at y = 0
  let F : ℝ → ℝ := fun y => 8 / (k * π) ^ 2 * Real.cos (k * π / 2 * y) ^ 2 /
    ((1 - y) * Real.sinc (k * π / 2 * y) ^ 2)
  have hsinc : Continuous fun y : ℝ => Real.sinc (k * π / 2 * y) :=
    Real.continuous_sinc.comp (continuous_const.mul continuous_id)
  have hF : ContinuousAt F 0 := by
    refine ContinuousAt.div ?_ ?_ ?_
    · fun_prop
    · exact ((continuous_const.sub continuous_id).mul (hsinc.pow 2)).continuousAt
    · simp
  have hlim : Tendsto F (𝓝 0) (𝓝 (8 / (k * π) ^ 2)) := by
    have F0 : F 0 = 8 / (k * π) ^ 2 := by simp [F]
    rw [← F0]
    exact hF
  have alg : ∀ c s x M n : ℝ, s ≠ 0 → x ≠ 0 → M ≠ 0 → n ≠ 0 →
      8 / (2 * M * x) ^ 2 * c ^ 2 / (n / M * (s / x) ^ 2) = 2 / M * (c / s) ^ 2 / n := by
    intro c s x M n hs hx hM hn
    field_simp
    ring
  refine (hlim.comp (tendsto_one_div_add_atTop_nhds_zero_nat (𝕜 := ℝ))).congr' ?_
  filter_upwards [eventually_ge_atTop k] with N hN
  obtain ⟨h0, hpi⟩ := angle_bounds ho.pos hN
  have hs : 0 < Real.sin (angle N k / 2) :=
    Real.sin_pos_of_pos_of_lt_pi (by linarith) (by linarith)
  have hx : angle N k / 2 ≠ 0 := by linarith
  have hM : (N : ℝ) + 1 ≠ 0 := by positivity
  have hn : (N : ℝ) ≠ 0 := by
    have := ho.pos
    exact_mod_cast (by omega : N ≠ 0)
  have e1 : (k : ℝ) * π / 2 * (1 / ((N : ℝ) + 1)) = angle N k / 2 := by
    unfold angle
    ring
  have e2 : 1 - 1 / ((N : ℝ) + 1) = N / ((N : ℝ) + 1) := by
    rw [eq_div_iff hM, sub_mul, div_mul_cancel₀ _ hM]
    ring
  have e3 : (k : ℝ) * π = 2 * ((N : ℝ) + 1) * (angle N k / 2) := by
    linear_combination -angle_mul N k
  simp only [Function.comp_apply, F]
  rw [e1, e2, e3, Real.sinc_of_ne_zero hx, strength_eq ho.pos hN, if_pos ho,
    Real.cot_eq_cos_div_sin]
  exact alg _ _ _ _ _ hs.ne' hx hM hn

/-- The mode `k = 1` of an open chain of `N ≥ 1` molecules is a unit eigenvector of the path
adjacency matrix with eigenvalue `2 cos(π/(N+1))`. The square of its summed amplitudes is
`(2/(N+1)) cot²(π/(2N+2))`, and this square divided by `N` tends to `8/π²`. -/
theorem j_aggregate :
    (∀ N : ℕ, 1 ≤ N →
      chain N *ᵥ mode N 1 = (2 * Real.cos (π / (N + 1))) • mode N 1 ∧
      ∑ n, mode N 1 n ^ 2 = 1 ∧
      (∑ n, mode N 1 n) ^ 2 = 2 / ((N : ℝ) + 1) * Real.cot (π / (2 * N + 2)) ^ 2) ∧
    Tendsto (fun N : ℕ => (∑ n, mode N 1 n) ^ 2 / N) atTop (𝓝 (8 / π ^ 2)) := by
  refine ⟨fun N hN => ⟨?_, mode_unit one_pos hN, ?_⟩, ?_⟩
  · have h := hamiltonian_mode N 1 0 1
    have ha : angle N 1 = π / (N + 1) := by rw [angle, Nat.cast_one, one_mul]
    rw [hamiltonian, zero_smul, one_smul, zero_add, zero_add, mul_one, ha] at h
    exact h
  · have h := strength_eq one_pos hN
    have ha : angle N 1 / 2 = π / (2 * N + 2) := by
      rw [show 2 * (N : ℝ) + 2 = ((N : ℝ) + 1) * 2 by ring, ← div_div, angle,
        Nat.cast_one, one_mul]
    rw [if_pos odd_one, ha] at h
    exact h
  · have h := strength_limit odd_one
    rw [Nat.cast_one, one_mul] at h
    exact h

end

end LinearJAggregate
```

```lean
#print axioms LinearJAggregate.j_aggregate
-- 'LinearJAggregate.j_aggregate' depends on axioms: [propext, Classical.choice, Quot.sound]
```

## What the theorems say about an aggregate

`Fin N` labels the molecules from zero. `chain N` is the path adjacency matrix, and `hamiltonian N ε J` adds the site energy to $J$ times that matrix. Here `ε` stands for the excitation energy of one molecule in the aggregate and `J` for the transfer coupling between neighbours; both are arbitrary real numbers. `angle N k` is $\theta$, `mode N k` is the vector $c_k$ (of norm 1 for $1\le k\le N$), and `strength N k` is the square of its summed amplitudes. That definition is where the parallel unit dipoles enter.

The final theorem, `j_aggregate`, says that for every $N\ge1$ the mode $k=1$ satisfies the eigenvalue equation of `chain N` with eigenvalue $2\cos(\pi/(N+1))$, has norm 1, and has the stated squared sum. It also states the limit $8/\pi^2$. The sign of $J$ plays no part in it. The wider results are in `hamiltonian_mode`, `mode_unit`, `strength_eq` and `strength_limit`. The first holds for every natural $k$, including $k=0$, where the vector is zero; the norm result makes the modes $1\le k\le N$ genuine eigenvectors.

The limit is taken at fixed $k$, with no error estimate for finite $N$. Disorder, vibrations and couplings beyond nearest neighbours are absent from the model. Applying the results to a real aggregate assumes that its optical excitations are the one-exciton states of such a uniform chain. For the intensities it also assumes that the molecular dipoles are parallel and that the chain is short compared with the wavelength of the light; the limit of large $N$ is a mathematical limit of this model.

For $J\ne0$ the $N$ modes have different energies, so they form an orthonormal basis and their strengths add up to $N$; this sum rule, which lets $8/\pi^2$ be read as a share of the total intensity, is an argument of this note and has no theorem in the code.

## From neighbour sums to the limit

`chain_sum` is the argument with fictitious end sites. It evaluates the right and left neighbour separately, and the vanishing end values handle a missing neighbour. `hamiltonian_mode` applies it to $g$, uses `angle_mul` for $(N+1)\theta=k\pi$, and expands the two sines.

`sin_sq_sum` and `sin_sum` prove the telescoped identities by induction on $N$. In the first, `linear_combination` combines the addition and double-angle formulas into the step for one more molecule. `mode_unit` and `strength_eq` insert the quantisation condition into the boundary terms. `angle_bounds` supplies the positive sines that permit the divisions, and `strength_eq` then splits on the parity of $k$.

`strength_limit` defines `F` as the function of $y$ above and proves it continuous at zero. It composes `F` with $1/(N+1)\to0$, then shows that the result equals the strength per molecule once $N\ge k$; `alg` carries out the algebra of that comparison. `j_aggregate` specialises the general results to $k=1$, with $\varepsilon=0$ and $J=1$ in the eigenvalue equation.
